# For a level coupled to a flat band, 1/(1 − S′(E)) lies strictly between 0 and 1 above the band

A level is coupled with constant strength c > 0 to a flat band of states filling [−W, W], with W > 0, and its self-energy S(E) is the integral of c/(E − x) over the band. The theorem `poleWeight_eq` says that at every energy E > W the pole weight 1/(1 − S′(E)) equals (E² − W²)/(E² − W² + 2cW), and that this number lies strictly between 0 and 1. It does not say at which energy a bound state sits; the formula is the weight of such a state when E is its energy. The proof puts in the slope S′(E) = −2cW/(E² − W²), found in an earlier lemma, and then tries to bring the two sides to the same form by rewriting the right-hand fraction as an inverse.

An attempt in Lean 4 with a fault in it:

```lean
import Mathlib

open Set

namespace FlatBandBoundState

noncomputable section

/-- The integral of `c / (E - x)` over `x` from `-W` to `W`. For `0 < W < E` it is the self-energy
at energy `E` of a level coupled with constant strength `c` to a flat band of states filling `[-W,
W]`. -/
def selfEnergy (c W E : ℝ) : ℝ := ∫ x in (-W)..W, c / (E - x)

/-- The pole weight `1 / (1 - S'(E))` built from the energy derivative of the self-energy. -/
def poleWeight (c W E : ℝ) : ℝ := (1 - deriv (selfEnergy c W) E)⁻¹

/-- Above the band the self-energy is `c log((E + W) / (E - W))`. -/
theorem selfEnergy_eq (c : ℝ) {W E : ℝ} (hW : 0 < W) (hE : W < E) :
    selfEnergy c W E = c * Real.log ((E + W) / (E - W)) := by
  have hne : ∀ x ∈ uIcc (-W) W, E - x ≠ 0 := by
    intro x hx
    rw [uIcc_of_le (by linarith)] at hx
    have := hx.2
    exact ne_of_gt (by linarith)
  -- the antiderivative is `-c log(E - x)`
  have hder : ∀ x ∈ uIcc (-W) W,
      HasDerivAt (fun y => -c * Real.log (E - y)) (c / (E - x)) x := by
    intro x hx
    have h : HasDerivAt (fun y => -c * Real.log (E - y)) (-c * (-1 / (E - x))) x :=
      (((hasDerivAt_id' x).const_sub E).log (hne x hx)).const_mul (-c)
    exact h.congr_deriv (by ring)
  have hint : IntervalIntegrable (fun x => c / (E - x)) MeasureTheory.volume (-W) W :=
    ContinuousOn.intervalIntegrable
      (continuousOn_const.div (continuousOn_const.sub continuousOn_id) hne)
  have h1 : E + W ≠ 0 := ne_of_gt (by linarith)
  have h2 : E - W ≠ 0 := ne_of_gt (by linarith)
  unfold selfEnergy
  rw [intervalIntegral.integral_eq_sub_of_hasDerivAt hder hint, Real.log_div h1 h2,
    sub_neg_eq_add]
  ring

/-- Above the band the self-energy has slope `-2cW / (E² - W²)`. -/
theorem hasDerivAt_selfEnergy (c : ℝ) {W E : ℝ} (hW : 0 < W) (hE : W < E) :
    HasDerivAt (selfEnergy c W) (-(2 * c * W / (E ^ 2 - W ^ 2))) E := by
  have h1 : E + W ≠ 0 := ne_of_gt (by linarith)
  have h2 : E - W ≠ 0 := ne_of_gt (by linarith)
  have h : HasDerivAt (fun y => c * (Real.log (y + W) - Real.log (y - W)))
      (c * (1 / (E + W) - 1 / (E - W))) E :=
    ((((hasDerivAt_id' E).add_const W).log h1).sub
      (((hasDerivAt_id' E).sub_const W).log h2)).const_mul c
  have hval : c * (1 / (E + W) - 1 / (E - W)) = -(2 * c * W / (E ^ 2 - W ^ 2)) := by
    rw [show E ^ 2 - W ^ 2 = (E + W) * (E - W) by ring]
    field_simp
    ring
  refine (h.congr_deriv hval).congr_of_eventuallyEq ?_
  filter_upwards [Ioi_mem_nhds hE] with y hy
  have hy' : W < y := hy
  rw [selfEnergy_eq c hW hy', Real.log_div (ne_of_gt (by linarith)) (ne_of_gt (by linarith))]

/-- For `c > 0`, the pole weight above the band is `(E² - W²) / (E² - W² + 2cW)`, and it lies
strictly between 0 and 1. -/
theorem poleWeight_eq {c W E : ℝ} (hc : 0 < c) (hW : 0 < W) (hE : W < E) :
    poleWeight c W E = (E ^ 2 - W ^ 2) / (E ^ 2 - W ^ 2 + 2 * c * W) ∧
      poleWeight c W E ∈ Ioo (0 : ℝ) 1 := by
  have hD : 0 < E ^ 2 - W ^ 2 := by nlinarith
  have hcW : 0 < 2 * c * W := by positivity
  have h : poleWeight c W E = (E ^ 2 - W ^ 2) / (E ^ 2 - W ^ 2 + 2 * c * W) := by
    unfold poleWeight
    rw [(hasDerivAt_selfEnergy c hW hE).deriv, sub_neg_eq_add, ← inv_div]
    congr 1
    rw [add_div, div_self hD.ne']
  refine ⟨h, ?_⟩
  rw [h]
  exact ⟨div_pos hD (by linarith), (div_lt_one (by linarith)).2 (by linarith)⟩

end

end FlatBandBoundState
```

Messages:

```
Main.lean:71:8: error: Tactic `rewrite` failed: Did not find an occurrence of the pattern
  (?a + ?b) / ?c
in the target expression
  (1 + ((E ^ 2 - W ^ 2) / (2 * c * W))⁻¹)⁻¹ = (E ^ 2 - W ^ 2) / (E ^ 2 - W ^ 2 + 2 * c * W)

c W E : ℝ
hc : 0 < c
hW : 0 < W
hE : W < E
hD : 0 < E ^ 2 - W ^ 2
hcW : 0 < 2 * c * W
⊢ (1 + ((E ^ 2 - W ^ 2) / (2 * c * W))⁻¹)⁻¹ = (E ^ 2 - W ^ 2) / (E ^ 2 - W ^ 2 + 2 * c * W)
```

Diagnosis. After the slope is put in, the left side is the inverse of `1 + 2 * c * W / (E ^ 2 - W ^ 2)`. The step `← inv_div` turns a quotient into the inverse of the flipped quotient. It was needed on the right side, but `rw` took the quotient inside the left side, which became `((E ^ 2 - W ^ 2) / (2 * c * W))⁻¹`, and left the right side as it was. The two sides then had different outer operations, an inverse and a division, and the message shows the whole equation still standing after `congr 1`. `add_div` needs a quotient with a sum on top, and there was none, so Lean reported the error.

The repair first proves `key`, which writes `1 + 2 * c * W / (E ^ 2 - W ^ 2)` as a single fraction. There the numerator is a sum, so `add_div` applies, and `div_self` finishes the proof. Rewriting with `key` makes the left side the inverse of one fraction, and `inv_div`, now used forwards, flips it into exactly the right side. `congr 1` is no longer needed.

After these edits no error is left:

```diff
@@ -67,7 +67,8 @@
   have h : poleWeight c W E = (E ^ 2 - W ^ 2) / (E ^ 2 - W ^ 2 + 2 * c * W) := by
     unfold poleWeight
-    rw [(hasDerivAt_selfEnergy c hW hE).deriv, sub_neg_eq_add, ← inv_div]
-    congr 1
-    rw [add_div, div_self hD.ne']
+    have key : 1 + 2 * c * W / (E ^ 2 - W ^ 2) =
+        (E ^ 2 - W ^ 2 + 2 * c * W) / (E ^ 2 - W ^ 2) := by
+      rw [add_div, div_self hD.ne']
+    rw [(hasDerivAt_selfEnergy c hW hE).deriv, sub_neg_eq_add, key, inv_div]
   refine ⟨h, ?_⟩
   rw [h]
```
